# A nondegenerate stationary point of a smooth energy curve follows a single local branch under a weak perturbation

Let an energy curve `U` in one real distance r be perturbed to U + tC, with both curves twice continuously differentiable at r₀, U′(r₀) = 0 and U″(r₀) ≠ 0. The theorem `exists_branch` says that for (t, r) near (0, r₀) the slope U′(r) + tC′(r) vanishes exactly when r = R(t), for some function R with R(0) = r₀ and R′(0) = −C′(r₀)/U″(r₀). The point r₀ may be a minimum or a maximum, since only the sign-free condition U″(r₀) ≠ 0 is assumed. The proof applies the inverse function theorem to the map (t, r) ↦ (t, U′(r) + tC′(r)), and takes R(t) to be the second component of the local inverse `G` at (t, 0).

The failing Lean file:

```lean
import Mathlib

open Filter Topology Asymptotics

namespace ExistsBranch

noncomputable section

variable {U C : ℝ → ℝ} {r₀ : ℝ}

/-- The map from strength and distance `(t, r)` to strength and slope `(t, U'(r) + t C'(r))`. -/
def slopeMap (U C : ℝ → ℝ) (p : ℝ × ℝ) : ℝ × ℝ :=
  (p.1, deriv U p.2 + p.1 * deriv C p.2)

/-- Differentiating a curve costs one order of continuous differentiability. -/
theorem contDiffAt_deriv {f : ℝ → ℝ} {m n : WithTop ENat} (hf : ContDiffAt ℝ n f r₀)
    (h : m + 1 ≤ n) : ContDiffAt ℝ m (deriv f) r₀ := by
  have h1 : ContDiffAt ℝ m (fun x => fderiv ℝ f x 1) r₀ :=
    (hf.fderiv_right h).clm_apply contDiffAt_const
  exact h1

/-- If `U` and `C` are twice continuously differentiable near `r₀`, `U'(r₀) = 0` and
`U''(r₀) ≠ 0`, the zeros of `U' + t C'` near `(0, r₀)` form one branch `r = R(t)`, with
`R(0) = r₀` and `R'(0) = -C'(r₀)/U''(r₀)`. -/
theorem exists_branch (hU : ContDiffAt ℝ 2 U r₀) (hC : ContDiffAt ℝ 2 C r₀)
    (h0 : deriv U r₀ = 0) (hk : deriv (deriv U) r₀ ≠ 0) :
    ∃ R : ℝ → ℝ, R 0 = r₀ ∧ HasDerivAt R (-deriv C r₀ / deriv (deriv U) r₀) 0 ∧
      ∀ᶠ p : ℝ × ℝ in 𝓝 (0, r₀), (deriv U p.2 + p.1 * deriv C p.2 = 0 ↔ p.2 = R p.1) := by
  have strict : ∀ f : ℝ → ℝ, ContDiffAt ℝ 2 f r₀ → HasStrictFDerivAt
      (fun p : ℝ × ℝ => deriv f p.2)
      (deriv (deriv f) r₀ • ContinuousLinearMap.snd ℝ ℝ ℝ) (0, r₀) := fun f hf =>
    HasStrictDerivAt.comp_hasStrictFDerivAt (f := fun p : ℝ × ℝ => p.2) ((0 : ℝ), r₀)
      ((contDiffAt_deriv hf one_add_one_eq_two.le).hasStrictDerivAt (by norm_num))
      hasStrictFDerivAt_snd
  have s1 : HasStrictFDerivAt (fun p : ℝ × ℝ => p.1) (ContinuousLinearMap.fst ℝ ℝ ℝ)
      (0, r₀) := hasStrictFDerivAt_fst
  have h4 := s1.prodMk ((strict U hU).add (s1.mul (strict C hC)))
  generalize deriv (deriv U) r₀ = k at *
  -- the linearised slope map is invertible because the force constant is nonzero
  obtain ⟨L, hL⟩ : ∃ L : (ℝ × ℝ) ≃L[ℝ] (ℝ × ℝ),
      ∀ p, L p = (p.1, deriv C r₀ * p.1 + k * p.2) :=
    ⟨ContinuousLinearEquiv.equivOfInverse
      ((ContinuousLinearMap.fst ℝ ℝ ℝ).prod (deriv C r₀ • ContinuousLinearMap.fst ℝ ℝ ℝ
        + k • ContinuousLinearMap.snd ℝ ℝ ℝ))
      ((ContinuousLinearMap.fst ℝ ℝ ℝ).prod (k⁻¹ • (ContinuousLinearMap.snd ℝ ℝ ℝ
        - deriv C r₀ • ContinuousLinearMap.fst ℝ ℝ ℝ)))
      (fun p => Prod.ext rfl (show k⁻¹ * (deriv C r₀ * p.1 + k * p.2 - deriv C r₀ * p.1)
        = p.2 by rw [add_sub_cancel_left, inv_mul_cancel_left₀ hk]))
      (fun p => Prod.ext rfl (show deriv C r₀ * p.1 + k * (k⁻¹ * (p.2 - deriv C r₀ * p.1))
        = p.2 by rw [mul_inv_cancel_left₀ hk, add_sub_cancel])), fun p => rfl⟩
  have hF : HasStrictFDerivAt (slopeMap U C) (L : (ℝ × ℝ) →L[ℝ] (ℝ × ℝ)) (0, r₀) := by
    refine HasStrictFDerivAt.congr_fderiv h4 (ContinuousLinearMap.ext fun p => ?_)
    show _ = L p
    rw [hL]
    exact Prod.ext rfl (show k * p.2 + (0 * (deriv (deriv C) r₀ * p.2) + deriv C r₀ * p.1)
      = deriv C r₀ * p.1 + k * p.2 by ring)
  obtain ⟨G, hGl, hGr, hGd⟩ : ∃ G : ℝ × ℝ → ℝ × ℝ,
      (∀ᶠ p in 𝓝 (0, r₀), G (slopeMap U C p) = p) ∧
      (∀ᶠ q in 𝓝 (slopeMap U C (0, r₀)), slopeMap U C (G q) = q) ∧
      HasStrictFDerivAt G (L.symm : (ℝ × ℝ) →L[ℝ] (ℝ × ℝ)) (slopeMap U C (0, r₀)) :=
    ⟨_, hF.eventually_left_inverse, hF.eventually_right_inverse, hF.to_localInverse⟩
  have hFa : slopeMap U C (0, r₀) = (0, 0) := by simp [slopeMap, h0]
  have hG0 := hGl.self_of_nhds
  rw [hFa] at hG0 hGr hGd
  have hsymm : L.symm (1, 0) = (1, -deriv C r₀ / k) := by
    have e : k * (-deriv C r₀ / k) = -deriv C r₀ := by field_simp
    rw [ContinuousLinearEquiv.symm_apply_eq, hL]
    exact Prod.ext rfl (show (0 : ℝ) = deriv C r₀ * 1 + k * (-deriv C r₀ / k) by
      rw [e]; ring)
  refine ⟨fun t => (G (t, 0)).2, congrArg Prod.snd hG0, ?_, ?_⟩
  · have h5 : HasDerivAt (fun t : ℝ => G (t, 0)) (L.symm (1, 0)) 0 :=
      HasFDerivAt.comp_hasDerivAt (f := fun t : ℝ => (t, (0 : ℝ))) (0 : ℝ) hGd.hasFDerivAt
        ((hasDerivAt_id' (0 : ℝ)).prodMk (hasDerivAt_const (0 : ℝ) (0 : ℝ)))
    rw [hsymm] at h5
    exact (ContinuousLinearMap.snd ℝ ℝ ℝ).hasFDerivAt.comp_hasDerivAt (0 : ℝ) h5
  · have hc : Tendsto (fun p : ℝ × ℝ => (p.1, (0 : ℝ))) (𝓝 (0, r₀)) (𝓝 (0, 0)) :=
      Continuous.tendsto' (by fun_prop) _ _ rfl
    have hGr' : ∀ᶠ p : ℝ × ℝ in 𝓝 (0, r₀), slopeMap U C (G (p.1, 0)) = (p.1, 0) :=
      hc.eventually hGr
    filter_upwards [hGl, hGr'] with p hl hr
    constructor
    · intro h
      have e : slopeMap U C p = (p.1, 0) := Prod.ext rfl h
      rw [e] at hl
      exact (congrArg Prod.snd hl).symm
    · intro h
      have e : G (p.1, 0) = p := Prod.ext (congrArg Prod.fst hr) h.symm
      rw [e] at hr
      exact congrArg Prod.snd hr

end

end ExistsBranch
```

The compiler's answer:

```
Main.lean:87:61: error: Application type mismatch: The argument
  hr
has type
  slopeMap U C (G (p.1, 0)) = (p.1, 0)
but is expected to have type
  G (p.1, 0) = p
in the application
  congrArg Prod.fst hr
```

What went wrong. The error is in the last step, which shows that the slope vanishes on the branch. There `Prod.ext` needs the first components of `G (p.1, 0)` and `p` to agree, that is, `(G (p.1, 0)).1 = p.1`. Lean matched this expected equation against the conclusion of `congrArg Prod.fst` before checking `hr`, and so settled that the argument must be a proof of `G (p.1, 0) = p`. But `hr` says `slopeMap U C (G (p.1, 0)) = (p.1, 0)`, hence the mismatch.

The mathematics was sound, because `slopeMap` leaves the first component unchanged by definition. The repair first proves `e1`, whose stated type has `slopeMap` on the left, by rewriting with `hr`. When `e1` is then handed to `Prod.ext`, its type is already fixed, and Lean has only to check that it agrees with the expected one, which it does by unfolding `slopeMap`.

After these edits no error is left:

```diff
@@ -85,5 +85,6 @@
       exact (congrArg Prod.snd hl).symm
     · intro h
-      have e : G (p.1, 0) = p := Prod.ext (congrArg Prod.fst hr) h.symm
+      have e1 : (slopeMap U C (G (p.1, 0))).1 = p.1 := by rw [hr]
+      have e : G (p.1, 0) = p := Prod.ext e1 h.symm
       rw [e] at hr
       exact congrArg Prod.snd hr
```
